# Galerkin solutions of shifted linear systems from one Krylov space have collinear residuals

Let $A$ be a linear operator on a complex inner product space, $b$ a vector, and $K_k$ the span of $A^jb$ for $0\le j<k$. Suppose that a polynomial $p$ of degree at most $k$ makes $r=p(A)b$ orthogonal to $K_k$. For every complex shift $s$ with $p(-s)\ne0$, exactly one $x\in K_k$ has its residual $b-(A+s)x$ orthogonal to $K_k$, and that residual is $r/p(-s)$. Such an $x$ is called a Galerkin solution.

For a finite Hamiltonian matrix $H$ and a number $z$ that is not an eigenvalue, setting $A=H$ and $s=-z$ gives the system $(H-z)x=b$, whose exact solution is minus the Green function vector $(z-H)^{-1}b$. With this change of sign, Galerkin solutions from one Krylov space serve as approximations to that vector at many energies $z$.

## From one polynomial to all shifts

The vectors of $K_k$ are exactly $q(A)b$ with $\deg q<k$. A suitable $p$ always exists: project $A^kb$ onto $K_k$, write the projection as $q(A)b$, and take $p=X^k-q$.

**Existence.** Since $p-p(-s)$ vanishes at $-s$, it equals $(X+s)w$ with $\deg w<k$. Put $x=-w(A)b/p(-s)\in K_k$. Then

$$(A+s)x=-\frac{p(A)b-p(-s)b}{p(-s)}=b-\frac{r}{p(-s)}.$$

**Multiples of $p$.** Let $r\ne0$, and let $u$ have degree at most $k$ with $u(A)b\perp K_k$. The coefficient $p_k$ of $X^k$ in $p$ is nonzero; otherwise $r$ would lie in $K_k$ and be orthogonal to it, hence vanish. So $g=u-(u_k/p_k)p$ has degree below $k$, and $g(A)b=0$ for the same reason. If $g\ne0$, the remainder $m$ of $p$ modulo $g$ has degree below $k$ and $m(A)b=r$, which again forces $r=0$. Hence $g=0$ and $u$ is a multiple of $p$.

**Uniqueness.** Let $y=q(A)b$, with $\deg q<k$, be the difference of two Galerkin solutions. Then $(A+s)y\perp K_k$.

- If $r\ne0$, then $(X+s)q=cp$ for some number $c$. Evaluating at $-s$ gives $c=0$, so $q=0$ and $y=0$.
- If $r=0$, reducing $(X+s)q$ modulo $p$ shows $(A+s)y\in K_k$, so $(A+s)y=0$. Then $p(-s)y=p(A)y=q(A)p(A)b=0$, and $y=0$.

**Breakdown.** Let $r\ne0$ and let $x=q(A)b$ be a Galerkin solution. Then $1-(X+s)q=cp$, and at $-s$ this reads $1=c\,p(-s)$. No Galerkin solution exists when $p(-s)=0$.

## A two-by-two instance

Take $A=\begin{pmatrix}2&1\\1&2\end{pmatrix}$, $b=e_1$, $k=1$. Then $p=X-2$, $r=e_2$ and $p(-s)=-(s+2)$. For $s=0$, $x=e_1/2$ has residual $-e_2/2$; for $s=1$, $x=e_1/3$ has residual $-e_2/3$. At $s=-2$ the matrix $A+s$ is invertible, yet every $\xi e_1$ leaves the residual $e_1-\xi e_2$, which is not orthogonal to $e_1$.

## Operators, residuals and the Galerkin condition in Lean

The space `V` may have any dimension, and `A` need not be Hermitian. It must be defined on all of `V`, so an unbounded Hamiltonian with a smaller domain is not covered.

```lean
import Mathlib

open Polynomial

namespace MultishiftKrylov

noncomputable section

variable {V : Type*} [NormedAddCommGroup V] [InnerProductSpace ℂ V]
variable {A : Module.End ℂ V} {b : V} {k : ℕ} {p : ℂ[X]} {s : ℂ}
```

The index set `Set.Iio k` is $j<k$, so $K_0=\{0\}$.

```lean
/-- The Krylov space `K_k(A, b)`, spanned by `b, A b, ..., A^(k-1) b`. -/
def krylov (A : Module.End ℂ V) (b : V) (k : ℕ) : Submodule ℂ V :=
  Submodule.span ℂ ((fun j : ℕ => (A ^ j) b) '' Set.Iio k)
```

The shift enters with a plus sign.

```lean
/-- The residual `b - (A + s) x` of the shifted linear system. -/
def residual (A : Module.End ℂ V) (b : V) (s : ℂ) (x : V) : V :=
  b - (A x + s • x)
```

The superscript `ᗮ` denotes the orthogonal complement.

```lean
/-- `x` is a Galerkin solution of `(A + s) x = b`: it lies in the Krylov space and its
residual is orthogonal to that space. -/
def IsGalerkin (A : Module.End ℂ V) (b : V) (k : ℕ) (s : ℂ) (x : V) : Prop :=
  x ∈ krylov A b k ∧ residual A b s x ∈ (krylov A b k)ᗮ
```

## Krylov vectors as polynomials

Here `aeval A q b` is $q(A)b$. One direction is an induction over the span; the other expands $q$ into its coefficients.

```lean
/-- The vectors of `K_k(A, b)` are exactly the vectors `q(A) b` with `deg q < k`. -/
theorem mem_krylov_iff {y : V} :
    y ∈ krylov A b k ↔ ∃ q : ℂ[X], q.degree < k ∧ aeval A q b = y := by
  constructor
  · intro h
    unfold krylov at h
    induction h using Submodule.span_induction with
    | mem y hy =>
      obtain ⟨j, hj, rfl⟩ := hy
      refine ⟨X ^ j, ?_, by simp⟩
      rw [degree_X_pow]
      exact_mod_cast Set.mem_Iio.mp hj
    | zero =>
      refine ⟨0, ?_, by simp⟩
      rw [degree_zero]
      exact WithBot.bot_lt_coe k
    | add y z _ _ hy hz =>
      obtain ⟨f, hf, rfl⟩ := hy
      obtain ⟨g, hg, rfl⟩ := hz
      exact ⟨f + g, (degree_add_le _ _).trans_lt (max_lt hf hg), by simp⟩
    | smul c y _ hy =>
      obtain ⟨f, hf, rfl⟩ := hy
      exact ⟨c • f, (degree_smul_le c f).trans_lt hf, by simp⟩
  · rintro ⟨q, hq, rfl⟩
    rw [aeval_eq_sum_range, LinearMap.sum_apply]
    refine Submodule.sum_mem _ fun i _ => ?_
    rw [LinearMap.smul_apply]
    by_cases hi : q.coeff i = 0
    · rw [hi, zero_smul]
      exact Submodule.zero_mem _
    · have hik : i < k := by exact_mod_cast (le_degree_of_ne_zero hi).trans_lt hq
      exact Submodule.smul_mem _ _ (Submodule.subset_span ⟨i, hik, rfl⟩)
```

The next two lemmas supply the degree count for $(X+s)q$ and the reduction modulo a polynomial that annihilates $b$.

```lean
/-- Every `x` in `K_k(A, b)` can be written as `q(A) b` with a polynomial `q` for which `(X + s) q`
has degree at most `k`; applying `(X + s) q` at `A` to `b` gives `(A + s) x`. -/
theorem exists_shift_polynomial (s : ℂ) {x : V} (hx : x ∈ krylov A b k) :
    ∃ q : ℂ[X], aeval A q b = x ∧ ((X + C s) * q).natDegree ≤ k ∧
      aeval A ((X + C s) * q) b = A x + s • x := by
  obtain ⟨q, hq, rfl⟩ := mem_krylov_iff.mp hx
  refine ⟨q, rfl, ?_, ?_⟩
  · by_cases h0 : q = 0
    · subst h0
      simp
    · have h1 := natDegree_mul_le (p := X + C s) (q := q)
      rw [natDegree_X_add_C] at h1
      have h2 := (natDegree_lt_iff_degree_lt h0).mpr hq
      omega
  · rw [map_mul, Module.End.mul_apply, map_add, aeval_X, aeval_C, LinearMap.add_apply,
      Module.algebraMap_end_apply]

/-- If `g(A) b = 0`, then `f(A) b` depends only on the remainder of `f` modulo `g`. -/
theorem aeval_mod {g : ℂ[X]} (f : ℂ[X]) (h : aeval A g b = 0) :
    aeval A (f % g) b = aeval A f b := by
  conv_rhs => rw [← EuclideanDomain.div_add_mod f g]
  rw [map_add, mul_comm g, map_mul, LinearMap.add_apply, Module.End.mul_apply, h,
    map_zero, zero_add]
```

The projection argument gives a monic $p$.

```lean
/-- For every operator, starting vector and `k` there is a monic polynomial `p` of degree `k`
with `p(A) b` orthogonal to the Krylov space. -/
theorem exists_residual_polynomial (A : Module.End ℂ V) (b : V) (k : ℕ) :
    ∃ p : ℂ[X], p.Monic ∧ p.natDegree = k ∧ aeval A p b ∈ (krylov A b k)ᗮ := by
  have : FiniteDimensional ℂ (krylov A b k) :=
    FiniteDimensional.span_of_finite ℂ ((Set.finite_Iio k).image _)
  -- split `A^k b` into its projection and an orthogonal remainder
  obtain ⟨y, hy, z, hz, hyz⟩ :=
    (krylov A b k).exists_add_mem_mem_orthogonal ((A ^ k) b)
  obtain ⟨q, hq, rfl⟩ := mem_krylov_iff.mp hy
  have hlt : q.degree < (X ^ k : ℂ[X]).degree := by rwa [degree_X_pow]
  refine ⟨X ^ k - q, (monic_X_pow k).sub_of_left hlt, ?_, ?_⟩
  · apply natDegree_eq_of_degree_eq_some
    rw [degree_sub_eq_left_of_degree_lt hlt, degree_X_pow]
  · rw [map_sub, map_pow, aeval_X, LinearMap.sub_apply, hyz, add_sub_cancel_left]
    exact hz
```

In the following proof, `hlow` says that a Krylov vector orthogonal to $K_k$ vanishes, `ha` is $p_k\ne0$, and `hg0` is $g(A)b=0$.

```lean
/-- If `p(A) b` is nonzero and orthogonal to `K_k(A, b)`, with `deg p ≤ k`, then every `u` of
degree at most `k` with `u(A) b` orthogonal to `K_k(A, b)` is a multiple of `p`. -/
theorem residual_polynomial_unique {u : ℂ[X]} (hp : p.natDegree ≤ k)
    (hpo : aeval A p b ∈ (krylov A b k)ᗮ) (hr : aeval A p b ≠ 0)
    (hu : u.natDegree ≤ k) (huo : aeval A u b ∈ (krylov A b k)ᗮ) :
    ∃ c : ℂ, u = C c * p := by
  have hdeg : ∀ f : ℂ[X], f.natDegree ≤ k → f.coeff k = 0 → f.degree < k := by
    intro f hf h0
    rw [degree_lt_iff_coeff_zero]
    intro m hm
    rcases Nat.eq_or_lt_of_le hm with h | h
    · rw [← h]
      exact h0
    · exact coeff_eq_zero_of_natDegree_lt (hf.trans_lt h)
  -- a vector of the Krylov space that is orthogonal to it vanishes
  have hlow : ∀ f : ℂ[X], f.degree < k → aeval A f b ∈ (krylov A b k)ᗮ →
      aeval A f b = 0 := fun f hf ho =>
    (inner_self_eq_zero (𝕜 := ℂ)).mp
      ((Submodule.mem_orthogonal _ _).mp ho _ (mem_krylov_iff.mpr ⟨f, hf, rfl⟩))
  have ha : p.coeff k ≠ 0 := fun h0 => hr (hlow p (hdeg p hp h0) hpo)
  refine ⟨u.coeff k / p.coeff k, ?_⟩
  -- cancel the leading terms
  have hg := hdeg (u - C (u.coeff k / p.coeff k) * p)
    ((natDegree_sub_le _ _).trans (max_le hu ((natDegree_C_mul_le _ _).trans hp)))
    (by rw [coeff_sub, coeff_C_mul, div_mul_cancel₀ _ ha, sub_self])
  have hg0 := hlow _ hg (by
    rw [map_sub, map_mul, aeval_C, LinearMap.sub_apply, Module.End.mul_apply,
      Module.algebraMap_end_apply]
    exact Submodule.sub_mem _ huo (Submodule.smul_mem _ _ hpo))
  by_contra hne
  have hm := aeval_mod p hg0
  apply hr
  rw [← hm]
  exact hlow _ ((degree_mod_lt _ (sub_ne_zero.mpr hne)).trans hg) (by rw [hm]; exact hpo)
```

## Solutions, breakdown and the exceptional shifts

Uniqueness splits on whether $r=0$, as above.

```lean
/-- If `deg p ≤ k`, `p(A) b` is orthogonal to `K_k(A, b)` and `p(-s) ≠ 0`, then the system
with shift `s` has at most one Galerkin solution. -/
theorem galerkin_unique (hp : p.natDegree ≤ k) (hpo : aeval A p b ∈ (krylov A b k)ᗮ)
    (hs : p.eval (-s) ≠ 0) {x x' : V} (hx : IsGalerkin A b k s x)
    (hx' : IsGalerkin A b k s x') : x = x' := by
  have hyo : A (x - x') + s • (x - x') ∈ (krylov A b k)ᗮ := by
    have h := Submodule.sub_mem _ hx'.2 hx.2
    have e : residual A b s x' - residual A b s x = A (x - x') + s • (x - x') := by
      unfold residual
      rw [map_sub]
      module
    rwa [e] at h
  obtain ⟨q, hqy, hdeg, hval⟩ := exists_shift_polynomial s (Submodule.sub_mem _ hx.1 hx'.1)
  by_cases hr : aeval A p b = 0
  · -- the Krylov space is invariant, so the difference would be an eigenvector
    have hp0 : p ≠ 0 := by
      rintro rfl
      simp at hs
    have hzK : A (x - x') + s • (x - x') ∈ krylov A b k :=
      mem_krylov_iff.mpr ⟨((X + C s) * q) % p,
        (degree_mod_lt _ hp0).trans_le (degree_le_of_natDegree_le hp),
        (aeval_mod _ hr).trans hval⟩
    have hz : A (x - x') + s • (x - x') = 0 :=
      (inner_self_eq_zero (𝕜 := ℂ)).mp ((Submodule.mem_orthogonal _ _).mp hyo _ hzK)
    by_contra hne
    have hy0 : x - x' ≠ 0 := sub_ne_zero.mpr hne
    have hev : Module.End.HasEigenvector A (-s) (x - x') :=
      ⟨Module.End.mem_eigenspace_iff.mpr
        (by rw [neg_smul]; exact eq_neg_of_add_eq_zero_left hz), hy0⟩
    have h1 := Module.End.aeval_apply_of_hasEigenvector (p := p) hev
    have h2 : aeval A p (x - x') = 0 := by
      rw [← hqy, ← Module.End.mul_apply, ← map_mul, mul_comm, map_mul,
        Module.End.mul_apply, hr, map_zero]
    exact smul_ne_zero hs hy0 (h1.symm.trans h2)
  · obtain ⟨c, hc⟩ := residual_polynomial_unique hp hpo hr hdeg (by rw [hval]; exact hyo)
    have hc0 : c = 0 := by
      have h := congrArg (eval (-s)) hc
      simpa [hs] using h
    rw [hc0, C_0, zero_mul] at hc
    have hq0 := (mul_eq_zero.mp hc).resolve_left (X_add_C_ne_zero s)
    rw [hq0, map_zero, LinearMap.zero_apply] at hqy
    exact sub_eq_zero.mp hqy.symm
```

The main theorem obtains $w$ by divisibility; `hres` is the displayed computation.

```lean
/-- Multishift collinearity: if `deg p ≤ k`, `r = p(A) b` is orthogonal to `K_k(A, b)` and
`p(-s) ≠ 0`, then `(A + s) x = b` has exactly one Galerkin solution, with residual
`r / p(-s)`. -/
theorem multishift_collinearity (hp : p.natDegree ≤ k)
    (hpo : aeval A p b ∈ (krylov A b k)ᗮ) (hs : p.eval (-s) ≠ 0) :
    ∃ x, IsGalerkin A b k s x ∧ residual A b s x = (p.eval (-s))⁻¹ • aeval A p b ∧
      ∀ x', IsGalerkin A b k s x' → x' = x := by
  -- divide `p - p(-s)` by `X + s`
  obtain ⟨w, hw⟩ : (X + C s : ℂ[X]) ∣ p - C (p.eval (-s)) := by
    have e : (X - C (-s) : ℂ[X]) = X + C s := by rw [C_neg, sub_neg_eq_add]
    rw [← e]
    exact dvd_iff_isRoot.mpr (by simp [IsRoot.def])
  have hwk : w.degree < k := by
    by_cases h0 : w = 0
    · rw [h0, degree_zero]
      exact WithBot.bot_lt_coe k
    · have h := congrArg natDegree hw
      rw [natDegree_sub_C, natDegree_mul (X_add_C_ne_zero s) h0, natDegree_X_add_C] at h
      exact (natDegree_lt_iff_degree_lt h0).mp (by omega)
  have hA : A (aeval A w b) + s • aeval A w b = aeval A p b - p.eval (-s) • b := by
    have h := congrArg (fun f => aeval A f b) hw
    simp only [map_sub, map_mul, map_add, aeval_X, aeval_C, LinearMap.sub_apply,
      LinearMap.add_apply, Module.End.mul_apply, Module.algebraMap_end_apply] at h
    exact h.symm
  have hres : residual A b s (-(p.eval (-s))⁻¹ • aeval A w b) =
      (p.eval (-s))⁻¹ • aeval A p b := by
    unfold residual
    rw [map_smul, smul_comm s, ← smul_add, hA, smul_sub, smul_smul, neg_mul,
      inv_mul_cancel₀ hs]
    module
  have hG : IsGalerkin A b k s (-(p.eval (-s))⁻¹ • aeval A w b) :=
    ⟨Submodule.smul_mem _ _ (mem_krylov_iff.mpr ⟨w, hwk, rfl⟩),
      by rw [hres]; exact Submodule.smul_mem _ _ hpo⟩
  exact ⟨_, hG, hres, fun x' hx' => galerkin_unique hp hpo hs hx' hG⟩
```

For $r\ne0$, the condition on $p(-s)$ is also necessary.

```lean
/-- If `deg p ≤ k` and `p(A) b` is nonzero and orthogonal to `K_k(A, b)`, then a Galerkin
solution for the shift `s` exists precisely when `p(-s) ≠ 0`. -/
theorem galerkin_exists_iff (hp : p.natDegree ≤ k)
    (hpo : aeval A p b ∈ (krylov A b k)ᗮ) (hr : aeval A p b ≠ 0) :
    (∃ x, IsGalerkin A b k s x) ↔ p.eval (-s) ≠ 0 := by
  constructor
  · rintro ⟨x, hxK, hxo⟩ hs
    obtain ⟨q, -, hdeg, hval⟩ := exists_shift_polynomial s hxK
    -- the residual polynomial takes the value one at `-s`
    obtain ⟨c, hc⟩ := residual_polynomial_unique (u := 1 - (X + C s) * q) hp hpo hr
      ((natDegree_sub_le _ _).trans (max_le (by simp) hdeg))
      (by rw [map_sub, map_one, LinearMap.sub_apply, hval]; exact hxo)
    have h := congrArg (eval (-s)) hc
    simp [hs] at h
  · intro hs
    obtain ⟨x, hx, -⟩ := multishift_collinearity hp hpo hs
    exact ⟨x, hx⟩
```

A monic $p$ of degree $k$ has at most $k$ distinct roots, and their negatives form the exceptional set `S`. The factor `c` is nonzero, but `r` itself may be zero, in which case the solutions found are exact.

```lean
/-- There is one vector `r`, possibly zero, orthogonal to `K_k(A, b)`, such that for all but at most
`k` shifts the shifted system has a Galerkin solution in that Krylov space whose residual is `c • r`
for some scalar `c ≠ 0`. -/
theorem all_but_k_shifts (A : Module.End ℂ V) (b : V) (k : ℕ) :
    ∃ r ∈ (krylov A b k)ᗮ, ∃ S : Finset ℂ, S.card ≤ k ∧ ∀ s ∉ S,
      ∃ x, IsGalerkin A b k s x ∧ ∃ c : ℂ, c ≠ 0 ∧ residual A b s x = c • r := by
  obtain ⟨p, hm, hd, hpo⟩ := exists_residual_polynomial A b k
  refine ⟨_, hpo, p.roots.toFinset.image (fun z => -z), ?_, fun s hsS => ?_⟩
  · exact Finset.card_image_le.trans
      ((Multiset.toFinset_card_le _).trans ((card_roots' p).trans hd.le))
  · have hs : p.eval (-s) ≠ 0 := fun h0 => hsS (Finset.mem_image.mpr
      ⟨-s, by rw [Multiset.mem_toFinset, mem_roots hm.ne_zero]; exact h0, neg_neg s⟩)
    obtain ⟨x, hx, hres, -⟩ := multishift_collinearity hd.le hpo hs
    exact ⟨x, hx, _, inv_ne_zero hs, hres⟩

end

end MultishiftKrylov
```

These statements concern the subspace, not a particular Lanczos or Arnoldi recurrence or its rounding errors. In exact arithmetic the residual has norm $\|r\|/|p(-s)|$, which grows without bound as $p(-s)$ approaches zero with $r\ne0$ fixed.

```lean
#print axioms MultishiftKrylov.galerkin_exists_iff
-- 'MultishiftKrylov.galerkin_exists_iff' depends on axioms: [propext, Classical.choice, Quot.sound]
#print axioms MultishiftKrylov.all_but_k_shifts
-- 'MultishiftKrylov.all_but_k_shifts' depends on axioms: [propext, Classical.choice, Quot.sound]
```
